# Closed forms of the 6j symbols $\{j_a\,j_b\,j_c;\,0\,j_c\,j_b\}$ and $\{j_a\,j_b\,j_c;\,1\,j_c\,j_b\}$ from Racah's sum

The first-order energies of a spin–orbit multiplet can be computed with one 6j symbol for each level. If all these symbols carry the wrong sign, the multiplet comes out upside down. If they share a wrong normalisation factor, the intervals have the wrong size. Two closed forms give a check. For angular momenta $j_a,j_b,j_c$ that satisfy the triangle rule and have integer sum $s=j_a+j_b+j_c$,

$$\begin{Bmatrix} j_a&j_b&j_c\\0&j_c&j_b\end{Bmatrix}=\frac{(-1)^s}{\sqrt{(2j_b+1)(2j_c+1)}},$$

and, for $j_b,j_c\ge 1/2$,

$$\begin{Bmatrix} j_a&j_b&j_c\\1&j_c&j_b\end{Bmatrix}=\frac{(-1)^{s+1}\,2\,[\,j_b(j_b+1)+j_c(j_c+1)-j_a(j_a+1)]}{\sqrt{2j_b(2j_b+1)(2j_b+2)\,2j_c(2j_c+1)(2j_c+2)}}.$$

## Spins as doubled integers

```lean
import Mathlib

open scoped Nat

namespace RacahSixJ

noncomputable section
```

The file loads the Mathlib library and switches on the notation `n !` for the factorial.

```lean
/-- The angular momentum quantum number belonging to the doubled value `n`. -/
def spin (n : ℕ) : ℝ := n / 2
```

A `def` introduces a name. Angular momenta are stored as natural numbers $a=2j_a$, so half-integers are exact, and `spin a` recovers $j_a=a/2$. Below, $a,b,c$ are always the doubled values, as in the code; the comments in the file write `ja`, `jb`, `jc` for the spins themselves.

```lean
/-- The number `j(j+1)` for the angular momentum with doubled value `n`. -/
def casimir (n : ℕ) : ℝ := spin n * (spin n + 1)
```

This is $j(j+1)$, the eigenvalue of $\mathbf J^2$ with $\hbar=1$.

```lean
/-- Admissible triad of doubled angular momenta: triangle inequalities and integer total. -/
abbrev Triad (a b c : ℕ) : Prop :=
  a ≤ b + c ∧ b ≤ a + c ∧ c ≤ a + b ∧ (a + b + c) % 2 = 0
```

`Triad a b c` states the three triangle inequalities and that $a+b+c$ is even, which makes $s=(a+b+c)/2$ an integer.

## Racah's formula as the definition

```lean
/-- The reciprocal factorial `1/(p-q)!`, equal to zero when `p < q`. -/
def invFact (p q : ℕ) : ℝ := if q ≤ p then 1 / ((p - q)! : ℝ) else 0
```

`invFact p q` is $1/(p-q)!$, with the usual convention that the reciprocal factorial of a negative integer is zero.

```lean
/-- The triangle coefficient of three doubled angular momenta. -/
def triDelta (a b c : ℕ) : ℝ :=
  √((((a + b - c) / 2)! : ℝ) * (((a + c - b) / 2)! : ℝ) * (((b + c - a) / 2)! : ℝ) /
    (((a + b + c) / 2 + 1)! : ℝ))
```

For an admissible triad, in ordinary notation,
$$\Delta(a,b,c)=\sqrt{\frac{(j_a+j_b-j_c)!\,(j_a+j_c-j_b)!\,(j_b+j_c-j_a)!}{(j_a+j_b+j_c+1)!}}.$$

```lean
/-- The term with summation index `t` in Racah's sum. -/
def racahTerm (a b c d e f t : ℕ) : ℝ :=
  (-1) ^ t * ((t + 1)! : ℝ) *
    (invFact t ((a + b + c) / 2) * invFact t ((a + e + f) / 2) *
      invFact t ((d + b + f) / 2) * invFact t ((d + e + c) / 2)) *
    (invFact ((a + b + d + e) / 2) t * invFact ((b + c + e + f) / 2) t *
      invFact ((a + c + d + f) / 2) t)
```

This is one term of Racah's sum: $(-1)^t(t+1)!$, divided by four factorials of $t$ minus a triad sum and three factorials of a four-spin sum minus $t$.

```lean
/-- Racah's alternating sum. -/
def racahSum (a b c d e f : ℕ) : ℝ :=
  ∑ t ∈ Finset.range ((a + b + d + e) / 2 + 1), racahTerm a b c d e f t
```

The index runs from $0$ to $j_a+j_b+j_d+j_e$. Beyond that limit one of the reciprocal factorials is zero, so no term is lost.

```lean
/-- The 6j symbol `{a b c; d e f}` of doubled angular momenta, by Racah's formula;
it is zero unless all four triads are admissible. -/
def sixJ (a b c d e f : ℕ) : ℝ :=
  if Triad a b c ∧ Triad a e f ∧ Triad d b f ∧ Triad d e c then
    triDelta a b c * triDelta a e f * triDelta d b f * triDelta d e c * racahSum a b c d e f
  else 0
```

The symbol $\{j_a\,j_b\,j_c;\,j_d\,j_e\,j_f\}$ is the product of four triangle coefficients and the sum, or zero if any of the four triads is inadmissible.

A different model would start from a recoupling coefficient, the overlap between states that couple three angular momenta in two different orders, and define the symbol by dividing out a phase and a normalisation factor that depend on the spins. Racah's formula would then itself need a proof, and the closed forms would be statements about quantum states. Here they are statements about the formula.

```lean
/-- The factor `2j(2j+1)(2j+2)` for the angular momentum with doubled value `n`. -/
def rankOneNorm (n : ℕ) : ℝ := 2 * spin n * (2 * spin n + 1) * (2 * spin n + 2)
```

For doubled value $n$ this is $N_n=2j(2j+1)(2j+2)=n(n+1)(n+2)$.

```lean
/-- The reduced matrix element `√(j(j+1)(2j+1))` of an angular momentum. -/
def reducedJ (n : ℕ) : ℝ := √(casimir n * (2 * spin n + 1))
```

This is $R_n=\sqrt{j(j+1)(2j+1)}$, the reduced matrix element of $\mathbf J$ in the convention that includes the factor $\sqrt{2j+1}$. It enters as a definition and is not derived from operators.

## Factorials and triangle coefficients

```lean
/-- Reciprocal factorials: `1/(p-q)!` is `1/n!` if `p-q = n`, and `n/n!` if `p-q = n-1`. -/
theorem invFact_values {p q n : ℕ} :
    (p = q + n → invFact p q = 1 / (n ! : ℝ)) ∧
    (p + 1 = q + n → invFact p q = n / (n ! : ℝ)) := by
  have main : ∀ m : ℕ, p = q + m → invFact p q = 1 / (m ! : ℝ) := by
    intro m h
    subst h
    simp [invFact]
  refine ⟨main n, fun h => ?_⟩
  rcases n with _ | n
  · have hlt : ¬ q ≤ p := by omega
    simp [invFact, hlt]
  · have hn : (n ! : ℝ) ≠ 0 := Nat.cast_ne_zero.mpr n.factorial_ne_zero
    rw [main n (by omega), Nat.factorial_succ]
    push_cast
    field_simp
```

A `theorem` gives a statement, and the proof follows `by`. If $p-q=n$, the reciprocal factorial is $1/n!$. If $p-q=n-1$, it is $n/n!$, which is correctly zero at $n=0$. The second form puts neighbouring terms over one denominator.

```lean
/-- The triangle coefficient in terms of `x = (b+c-a)/2`, `y = (a+c-b)/2`, `z = (a+b-c)/2`, and its
product with the coefficient in which `b` and `c` are exchanged. -/
theorem triDelta_eq {a b c x y z : ℕ} (ha : a = y + z) (hb : b = x + z) (hc : c = x + y) :
    triDelta a b c = √((z ! : ℝ) * (y ! : ℝ) * (x ! : ℝ) / ((x + y + z + 1)! : ℝ)) ∧
    triDelta a b c * triDelta a c b =
      (z ! : ℝ) * (y ! : ℝ) * (x ! : ℝ) / ((x + y + z + 1)! : ℝ) := by
  have h1 : (a + b - c) / 2 = z := by omega
  have h2 : (a + c - b) / 2 = y := by omega
  have h3 : (b + c - a) / 2 = x := by omega
  have h4 : (a + b + c) / 2 = x + y + z := by omega
  have h5 : (c + b - a) / 2 = x := by omega
  have h6 : (a + c + b) / 2 = x + y + z := by omega
  have e1 : triDelta a b c =
      √((z ! : ℝ) * (y ! : ℝ) * (x ! : ℝ) / ((x + y + z + 1)! : ℝ)) := by
    rw [triDelta, h1, h2, h3, h4]
  have e2 : triDelta a c b =
      √((z ! : ℝ) * (y ! : ℝ) * (x ! : ℝ) / ((x + y + z + 1)! : ℝ)) := by
    rw [triDelta, h1, h2, h5, h6, mul_comm (y ! : ℝ) (z ! : ℝ)]
  exact ⟨e1, by rw [e1, e2, Real.mul_self_sqrt (by positivity)]⟩
```

Set $a=y+z$, $b=x+z$, $c=x+y$, so that $s=x+y+z$. The three differences in $\Delta$ become $z,y,x$, and

$$\Delta(a,b,c)\,\Delta(a,c,b)=\frac{x!\,y!\,z!}{(s+1)!},$$

because exchanging $b$ and $c$ leaves $\Delta$ unchanged. The tactic `omega` settles the integer arithmetic.

```lean
/-- The triangle coefficient of `(0,j,j)` is `1/√(2j+1)`. -/
theorem triDelta_zero (b : ℕ) : triDelta 0 b b = 1 / √(2 * spin b + 1) := by
  have hf : (b ! : ℝ) ≠ 0 := Nat.cast_ne_zero.mpr b.factorial_ne_zero
  have hs : 2 * spin b = b := by unfold spin; ring
  rw [(triDelta_eq (a := 0) (b := b) (c := b) (x := b) (y := 0) (z := 0) rfl rfl rfl).1,
    one_div, ← Real.sqrt_inv, hs]
  congr 1
  rw [Nat.factorial_zero, show (b + 0 + 0 + 1)! = (b + 1) * b ! from rfl]
  push_cast
  field_simp
```

With a zero spin, $\Delta(0,b,b)=\sqrt{b!/(b+1)!}=1/\sqrt{b+1}$, and $b+1=2j_b+1$.

```lean
/-- The triangle coefficient of `(1,j,j)` is `1/√(2j(2j+1)(2j+2))` for `j ≥ 1/2`. -/
theorem triDelta_two {b : ℕ} (hb : 1 ≤ b) : triDelta 2 b b = 1 / √(rankOneNorm b) := by
  obtain ⟨n, rfl⟩ : ∃ n, b = n + 1 := ⟨b - 1, by omega⟩
  have hf : (n ! : ℝ) ≠ 0 := Nat.cast_ne_zero.mpr n.factorial_ne_zero
  have hs : rankOneNorm (n + 1) = ((n : ℝ) + 1) * (n + 2) * (n + 3) := by
    unfold rankOneNorm spin; push_cast; ring
  rw [(triDelta_eq (x := n) (y := 1) (z := 1) rfl rfl rfl).1, one_div, ← Real.sqrt_inv, hs]
  congr 1
  rw [Nat.factorial_one,
    show (n + 1 + 1 + 1)! = (n + 3) * ((n + 2) * ((n + 1) * n !)) from rfl]
  push_cast
  field_simp
```

Spin one has doubled value 2. For $b\ge1$, $\Delta(2,b,b)=\sqrt{(b-1)!/(b+2)!}=1/\sqrt{N_b}$. The proof writes $b=n+1$ to avoid the subtraction.

## A zero in the lower row

```lean
/-- **6j symbol with a zero**: for an admissible triad of spins `ja, jb, jc` with doubled values `a,
b, c`, `{ja jb jc; 0 jc jb} = (-1)^(ja+jb+jc) / √((2jb+1)(2jc+1))`. -/
theorem sixJ_zero {a b c : ℕ} (h : Triad a b c) :
    sixJ a b c 0 c b =
      (-1) ^ ((a + b + c) / 2) / √((2 * spin b + 1) * (2 * spin c + 1)) := by
  obtain ⟨x, y, z, ha, hb, hc⟩ : ∃ x y z, a = y + z ∧ b = x + z ∧ c = x + y :=
    ⟨(b + c - a) / 2, (a + c - b) / 2, (a + b - c) / 2, by omega, by omega, by omega⟩
  have hT : Triad a b c ∧ Triad a c b ∧ Triad 0 b b ∧ Triad 0 c c := by
    unfold Triad at h ⊢; omega
  have k1 : (a + b + c) / 2 = x + y + z := by omega
  have k2 : (a + c + b) / 2 = x + y + z := by omega
  have k3 : (0 + b + b) / 2 = x + z := by omega
  have k4 : (0 + c + c) / 2 = x + y := by omega
  have q1 : (a + b + 0 + c) / 2 = x + y + z := by omega
  have q2 : (b + c + c + b) / 2 = x + y + z + x := by omega
  have q3 : (a + c + 0 + b) / 2 = x + y + z := by omega
  have e1 : ∀ n, invFact n n = 1 := fun n => by simp [invFact]
  have e2 : invFact (x + y + z) (x + z) = 1 / (y ! : ℝ) := invFact_values.1 (by omega)
  have e3 : invFact (x + y + z) (x + y) = 1 / (z ! : ℝ) := invFact_values.1 (by omega)
  have e4 : invFact (x + y + z + x) (x + y + z) = 1 / (x ! : ℝ) := invFact_values.1 rfl
  -- terms below t = (a+b+c)/2 vanish
  have h0 : ∑ t ∈ Finset.range (x + y + z), racahTerm a b c 0 c b t = 0 := by
    refine Finset.sum_eq_zero fun t ht => ?_
    have ht' := Finset.mem_range.mp ht
    have hz : invFact t ((a + b + c) / 2) = 0 := if_neg (by omega)
    rw [racahTerm, hz]
    ring
  have hB : 0 < 2 * spin b + 1 := by unfold spin; positivity
  have hC : 0 < 2 * spin c + 1 := by unfold spin; positivity
  have hB' := (Real.sqrt_pos.mpr hB).ne'
  have hC' := (Real.sqrt_pos.mpr hC).ne'
  rw [sixJ, if_pos hT, (triDelta_eq ha hb hc).2, triDelta_zero b, triDelta_zero c,
    racahSum, q1, Finset.sum_range_succ, h0, Real.sqrt_mul hB.le]
  simp only [racahTerm, k1, k2, k3, k4, q1, q2, q3, e1, e2, e3, e4]
  field_simp
  ring
```

The hypothesis `h` says that the triad is admissible; the conclusion is the first closed form.

By hand, the triad $(a,b,c)$ requires $t\ge s$, and the upper limit of the sum is also $s$. Only $t=s$ survives. Since $s-b=y$, $s-c=z$ and $b+c-s=x$, the sum is

$$(-1)^s\frac{(s+1)!}{x!\,y!\,z!}.$$

The product $\Delta(a,b,c)\Delta(a,c,b)$ cancels the fraction, and the other two triangle coefficients supply $1/\sqrt{(b+1)(c+1)}$.

The Lean proof follows this order. `obtain` produces $x,y,z$, `h0` shows that the terms below $s$ vanish, and `Finset.sum_range_succ` splits off the last term. Then `field_simp` clears denominators and `ring` finishes the algebra.

## A one in the lower row

```lean
/-- Racah's sum for the doubled values `a b c; 2 c b`: the two surviving terms combined, with `x =
(b+c-a)/2`, `y = (a+c-b)/2`, `z = (a+b-c)/2`. -/
theorem racahSum_one {a b c x y z : ℕ} (ha : a = y + z) (hb : b = x + z) (hc : c = x + y) :
    racahSum a b c 2 c b = (-1) ^ (x + y + z) * ((x + y + z + 1)! : ℝ) *
      ((y : ℝ) * z - (x + y + z + 2) * x) / ((z ! : ℝ) * (y ! : ℝ) * (x ! : ℝ)) := by
  have k1 : (a + b + c) / 2 = x + y + z := by omega
  have k2 : (a + c + b) / 2 = x + y + z := by omega
  have k3 : (2 + b + b) / 2 = x + z + 1 := by omega
  have k4 : (2 + c + c) / 2 = x + y + 1 := by omega
  have q1 : (a + b + 2 + c) / 2 = x + y + z + 1 := by omega
  have q2 : (b + c + c + b) / 2 = x + y + z + x := by omega
  have q3 : (a + c + 2 + b) / 2 = x + y + z + 1 := by omega
  have e1 : ∀ n, invFact n n = 1 := fun n => by simp [invFact]
  have e2 : ∀ n, invFact (n + 1) n = 1 := fun n => by simp [invFact]
  have e3 : invFact (x + y + z) (x + z + 1) = y / (y ! : ℝ) := invFact_values.2 (by omega)
  have e4 : invFact (x + y + z) (x + y + 1) = z / (z ! : ℝ) := invFact_values.2 (by omega)
  have e5 : invFact (x + y + z + x) (x + y + z) = 1 / (x ! : ℝ) := invFact_values.1 rfl
  have e6 : invFact (x + y + z + 1) (x + z + 1) = 1 / (y ! : ℝ) :=
    invFact_values.1 (by omega)
  have e7 : invFact (x + y + z + 1) (x + y + 1) = 1 / (z ! : ℝ) :=
    invFact_values.1 (by omega)
  have e8 : invFact (x + y + z + x) (x + y + z + 1) = x / (x ! : ℝ) :=
    invFact_values.2 (by omega)
  have h0 : ∑ t ∈ Finset.range (x + y + z), racahTerm a b c 2 c b t = 0 := by
    refine Finset.sum_eq_zero fun t ht => ?_
    have ht' := Finset.mem_range.mp ht
    have hz : invFact t ((a + b + c) / 2) = 0 := if_neg (by omega)
    rw [racahTerm, hz]
    ring
  rw [racahSum, q1, Finset.sum_range_succ, Finset.sum_range_succ, h0]
  simp only [racahTerm, k1, k2, k3, k4, q1, q2, q3, e1, e2, e3, e4, e5, e6, e7, e8]
  rw [Nat.factorial_succ (x + y + z + 1)]
  push_cast
  ring
```

The upper limit is now $s+1$, so only the two terms $t=s$ and $t=s+1$ can be nonzero. At $t=s$ the factorials $(y-1)!$ and $(z-1)!$ appear in the denominator, and at $t=s+1$ the factorial $(x-1)!$ does:

$$t=s:\quad (-1)^s\frac{(s+1)!\,yz}{x!\,y!\,z!},\qquad t=s+1:\quad -(-1)^s\frac{(s+2)!\,x}{x!\,y!\,z!}.$$

Since $(s+2)!=(s+2)(s+1)!$, their sum is

$$(-1)^s\frac{(s+1)!\,[\,yz-(s+2)x\,]}{x!\,y!\,z!}.$$

The facts `e3` to `e8` are these factorial values. The final lines peel off two terms and add them.

```lean
/-- **6j symbol with a one**: for an admissible triad of spins `ja, jb, jc` with doubled values `a,
b, c` and `jb, jc ≥ 1/2`, the radicand is positive and `{ja jb jc; 1 jc jb}` is `(-1)^(ja+jb+jc+1)
2(jb(jb+1)+jc(jc+1)-ja(ja+1)) / √(2jb(2jb+1)(2jb+2)2jc(2jc+1)(2jc+2))`. -/
theorem sixJ_one {a b c : ℕ} (h : Triad a b c) (hb1 : 1 ≤ b) (hc1 : 1 ≤ c) :
    0 < rankOneNorm b * rankOneNorm c ∧
    sixJ a b c 2 c b = (-1) ^ ((a + b + c) / 2 + 1) *
      (2 * (casimir b + casimir c - casimir a)) / √(rankOneNorm b * rankOneNorm c) := by
  obtain ⟨x, y, z, ha, hb, hc⟩ : ∃ x y z, a = y + z ∧ b = x + z ∧ c = x + y :=
    ⟨(b + c - a) / 2, (a + c - b) / 2, (a + b - c) / 2, by omega, by omega, by omega⟩
  have hT : Triad a b c ∧ Triad a c b ∧ Triad 2 b b ∧ Triad 2 c c := by
    unfold Triad at h ⊢; omega
  have hpos : ∀ n : ℕ, 1 ≤ n → 0 < rankOneNorm n := by
    intro n hn
    have hn' : (0 : ℝ) < n := by exact_mod_cast hn
    unfold rankOneNorm spin
    positivity
  have hB' := (Real.sqrt_pos.mpr (hpos b hb1)).ne'
  have hC' := (Real.sqrt_pos.mpr (hpos c hc1)).ne'
  refine ⟨mul_pos (hpos b hb1) (hpos c hc1), ?_⟩
  -- the numerator in terms of x, y, z
  have hcas : 2 * (casimir b + casimir c - casimir a) =
      ((x : ℝ) + y + z + 2) * x - y * z := by
    rw [ha, hb, hc]; unfold casimir spin; push_cast; ring
  have k1 : (a + b + c) / 2 = x + y + z := by omega
  rw [sixJ, if_pos hT, (triDelta_eq ha hb hc).2, triDelta_two hb1, triDelta_two hc1,
    racahSum_one ha hb hc, hcas, k1, Real.sqrt_mul (hpos b hb1).le, pow_succ]
  field_simp
  ring
```

The hypotheses `hb1` and `hc1` say $j_b,j_c\ge1/2$. The theorem has two parts joined by `∧`: the radicand $N_bN_c$ is positive, and the second closed form holds. Positivity makes the quotient a genuine one; it would fail at $b=0$ or $c=0$.

The triangle coefficients cancel $(s+1)!/(x!\,y!\,z!)$ and contribute $1/\sqrt{N_bN_c}$. What remains is the numerator. From $2j(j+1)=n(n+2)/2$ for doubled value $n$,

$$2[\,j_b(j_b+1)+j_c(j_c+1)-j_a(j_a+1)]=\tfrac12\left[b^2+c^2-a^2+2(b+c-a)\right].$$

Here $b+c-a=2x$ and $b^2+c^2-a^2=2x^2+2xy+2xz-2yz$, so the right-hand side is $(s+2)x-yz$. This is `hcas`. It is minus the bracket in the sum, which turns $(-1)^s$ into $(-1)^{s+1}$.

## The scalar-product factor

```lean
/-- **Scalar-product coupling factor**: for an admissible triad of spins `ja, jb, jc` with doubled
values `a, b, c`, `(-1)^(ja+jb+jc) {ja jb jc; 1 jc jb}` times `reducedJ b * reducedJ c` is
`(ja(ja+1)-jb(jb+1)-jc(jc+1))/2`. -/
theorem scalar_product_factor {a b c : ℕ} (h : Triad a b c) :
    (-1) ^ ((a + b + c) / 2) * sixJ a b c 2 c b * (reducedJ b * reducedJ c) =
      (casimir a - casimir b - casimir c) / 2 := by
  rcases Nat.eq_zero_or_pos b with rfl | hb
  · obtain rfl : a = c := by omega
    simp [reducedJ, casimir, spin]
  rcases Nat.eq_zero_or_pos c with rfl | hc
  · obtain rfl : a = b := by omega
    simp [reducedJ, casimir, spin]
  have hr : ∀ n : ℕ, 0 < n → reducedJ n ≠ 0 := by
    intro n hn
    have hn' : (0 : ℝ) < n := by exact_mod_cast hn
    unfold reducedJ casimir spin
    positivity
  have hN : √(rankOneNorm b * rankOneNorm c) = 4 * (reducedJ b * reducedJ c) := by
    have h1 : 0 ≤ casimir b * (2 * spin b + 1) := by unfold casimir spin; positivity
    rw [reducedJ, reducedJ, ← Real.sqrt_mul h1,
      show rankOneNorm b * rankOneNorm c = 4 ^ 2 *
        (casimir b * (2 * spin b + 1) * (casimir c * (2 * spin c + 1))) by
          unfold rankOneNorm casimir; ring,
      Real.sqrt_mul (by norm_num), Real.sqrt_sq (by norm_num)]
  have hs : (-1 : ℝ) ^ ((a + b + c) / 2) * (-1) ^ ((a + b + c) / 2) = 1 := by
    rw [← mul_pow]; norm_num
  have hR := mul_ne_zero (hr b hb) (hr c hc)
  rw [(sixJ_one h hb hc).2, hN, pow_succ]
  generalize (-1 : ℝ) ^ ((a + b + c) / 2) = σ at hs ⊢
  generalize reducedJ b * reducedJ c = R at hR ⊢
  -- the two phases and the reduced matrix elements cancel
  calc _ = (σ * σ) * ((casimir a - casimir b - casimir c) / 2) * (R / R) := by ring
    _ = _ := by rw [hs, div_self hR]; ring
```

For every admissible triad, zero spins included,

$$(-1)^s\begin{Bmatrix} j_a&j_b&j_c\\1&j_c&j_b\end{Bmatrix}R_bR_c=\tfrac12\left[j_a(j_a+1)-j_b(j_b+1)-j_c(j_c+1)\right].$$

Since $N_n=4R_n^2$, the square root in the previous theorem is $4R_bR_c$. The reduced matrix elements cancel, the two phases leave one minus sign, and $2/4$ gives the half. If $b=0$ or $c=0$, both sides vanish, and the proof treats these cases first.

The right-hand side is the familiar value of $\mathbf J_b\cdot\mathbf J_c$ in a state of total angular momentum $j_a$, obtained by squaring $\mathbf J_b+\mathbf J_c$. In atomic structure, with $j_b=L$, $j_c=S$ and $j_a=J$, it fixes the first-order spin–orbit energies within a single term of fixed $L$ and $S$ up to one common factor, the spin–orbit constant of the term. The theorem itself is an identity between numbers; the tensor-operator argument that links it to matrix elements is not part of the file.

```lean
/-- The symbol `{3 2 2; 1 2 2}` vanishes although its triads are admissible. -/
theorem sixJ_accidental_zero :
    Triad 6 4 4 ∧ Triad 2 4 4 ∧ sixJ 6 4 4 2 4 4 = 0 := by
  refine ⟨by decide, by decide, ?_⟩
  rw [(sixJ_one (by decide) (by norm_num) (by norm_num)).2]
  norm_num [casimir, spin]

end

end RacahSixJ
```

For $j_a=3$ and $j_b=j_c=2$ the numerator contains $6+6-12=0$. The symbol $\{3\,2\,2;\,1\,2\,2\}$ therefore vanishes although all its triads are admissible: with $x=1$, $y=z=3$ and $s=7$, the two surviving terms cancel because $yz=(s+2)x=9$. A zero 6j symbol is thus no proof that a triangle rule has been violated.

```lean
#print axioms RacahSixJ.sixJ_zero
#print axioms RacahSixJ.racahSum_one
#print axioms RacahSixJ.scalar_product_factor
#print axioms RacahSixJ.sixJ_accidental_zero
```

```
'RacahSixJ.sixJ_zero' depends on axioms: [propext, Classical.choice, Quot.sound]
'RacahSixJ.racahSum_one' depends on axioms: [propext, Classical.choice, Quot.sound]
'RacahSixJ.scalar_product_factor' depends on axioms: [propext, Classical.choice, Quot.sound]
'RacahSixJ.sixJ_accidental_zero' depends on axioms: [propext, Classical.choice, Quot.sound]
```
